# Super-CI overlaps confine active occupations to [0, 2] when inactive and virtual orbitals exist

Take three orthonormal orbitals: $i$ doubly filled, $t$ active, $a$ empty. Let $E_{pq}$ move an electron from orbital $q$ to orbital $p$, summed over spin, and let $\psi$ be the normalised state. The occupation of the active orbital is $D=\langle\psi|E_{tt}\psi\rangle$. Exciting out of $t$ into $a$ gives a state with squared norm

$$\|E_{at}\psi\|^2=\langle\psi|E_{ta}E_{at}\psi\rangle=\langle\psi|[E_{ta},E_{at}]\psi\rangle=\langle\psi|(E_{tt}-E_{aa})\psi\rangle=D.$$

The second equality holds because $E_{ta}\psi=0$: there is no electron in $a$ to move. In the same way $E_{it}\psi=0$, since $i$ has no room, and

$$\|E_{ti}\psi\|^2=\langle\psi|[E_{it},E_{ti}]\psi\rangle=\langle\psi|(E_{ii}-E_{tt})\psi\rangle=2-D.$$

Squared norms are nonnegative, so $0\le D\le 2$.

## From one active orbital to a density matrix

Now let there be one or more inactive orbitals $i,j$, active orbitals $t,u$ and virtual orbitals $a,b$, with $p,q,r,s$ for orbitals of any kind. The operators satisfy

$$[E_{pq},E_{rs}]=\delta_{qr}E_{ps}-\delta_{ps}E_{rq},\qquad E_{pq}^\dagger=E_{qp},$$

and the reference satisfies $E_{ij}\psi=2\delta_{ij}\psi$, $E_{it}\psi=0$ and $E_{pa}\psi=0$. Write $D_{tu}=\langle\psi|E_{tu}\psi\rangle$.

Whenever $E_{qp}\psi=0$, only a commutator remains in the overlap of two singly excited states:

$$\langle E_{pq}\psi|E_{rs}\psi\rangle=\langle\psi|[E_{qp},E_{rs}]\psi\rangle=\delta_{pr}\langle\psi|E_{qs}\psi\rangle-\delta_{qs}\langle\psi|E_{rp}\psi\rangle.$$

The three classes of excitation follow by substitution, with $\langle\psi|E_{ba}\psi\rangle=0$ in the last two:

$$\begin{aligned}
\langle E_{ti}\psi|E_{uj}\psi\rangle&=\delta_{tu}\,2\delta_{ij}-\delta_{ij}D_{ut}=\delta_{ij}(2\delta_{tu}-D_{ut}),\\
\langle E_{at}\psi|E_{bu}\psi\rangle&=\delta_{ab}D_{tu},\\
\langle E_{ai}\psi|E_{bj}\psi\rangle&=2\delta_{ab}\delta_{ij}.
\end{aligned}$$

For coefficients $c_t$, the combined excitations therefore have squared norms

$$\Big\|\sum_t c_tE_{at}\psi\Big\|^2=\sum_{tu}\bar c_tD_{tu}c_u=c^\dagger Dc,$$

$$\Big\|\sum_t\bar c_tE_{ti}\psi\Big\|^2=\sum_{tu}c_t(2\delta_{tu}-D_{ut})\bar c_u=2c^\dagger c-c^\dagger Dc.$$

The conjugated coefficients in the second line compensate for the transposed indices of $D$. If $Dc=\mu c$ with $c\neq0$, the squared norms are $\mu\,c^\dagger c$ and $(2-\mu)\,c^\dagger c$, or simply $\mu$ and $2-\mu$ for normalised $c$. Hence $\mu$ is real and $0\le\mu\le2$. A vector vanishes exactly when its norm does, so the first combination is zero precisely at $\mu=0$ and the second precisely at $\mu=2$.

In super-CI orbital optimisation these overlaps form the metric of the single excitations, so for a finite orbital set with exactly filled inactive and exactly empty virtual orbitals, an active occupation close to 0 or 2 signals a nearly vanishing combination in that metric.

## Two electrons in two localised orbitals

Let the active part of $\psi$ be $\sqrt{0.8}\,|g\bar g\rangle-\sqrt{0.2}\,|u\bar u\rangle$, where $g$ and $u$ here name the in-phase and out-of-phase normalised combinations of two orthonormal localised orbitals. The occupations of $g$ and $u$ are $1.6$ and $0.4$. In the localised basis

$$D=\begin{pmatrix}1&0.6\\0.6&1\end{pmatrix},\qquad 2-D^{T}=\begin{pmatrix}1&-0.6\\-0.6&1\end{pmatrix}.$$

For $c=(1,1)/\sqrt2$ the excitation into a virtual orbital has squared norm $1.6$ and the one out of an inactive orbital $0.4$. For $c=(1,-1)/\sqrt2$ the two values are exchanged.

## Operators, reference and density in Lean

```lean
import Mathlib

open Matrix
open scoped ComplexOrder Kronecker

namespace SuperCIOverlaps

noncomputable section
```

The orbital type has one constructor for each class, so an orbital carries its class with it.

```lean
/-- Orbitals of a complete-active-space partition: inactive, active or virtual. -/
inductive Orb (I A V : Type)
  | inact (i : I)
  | act (t : A)
  | virt (a : V)
  deriving DecidableEq, Fintype

open Orb
```

The generators are complex matrices on a finite state space indexed by `n`. The structure `IsGenerators` assumes the commutators and the adjoint relation, which spin-summed excitation operators over orthonormal orbitals obey. No Fock space is constructed.

```lean
/-- Orbital excitation operators: the commutators of matrix units hold and the adjoint of `E p q` is
`E q p`. -/
structure IsGenerators {O n : Type} [DecidableEq O] [Fintype n]
    (E : O → O → Matrix n n ℂ) : Prop where
  comm : ∀ p q r s, E p q * E r s - E r s * E p q =
    (if q = r then E p s else 0) - (if p = s then E r q else 0)
  adj : ∀ p q, (E p q)ᴴ = E q p
```

The conditions on the reference are also hypotheses. The number 2 in `inactive` stands for the two spin states that an orbital can hold. Neither a Hamiltonian nor an optimality condition appears, so $\psi$ need not be a converged CASSCF state.

```lean
variable {I A V n : Type} [DecidableEq I] [DecidableEq A] [DecidableEq V] [Fintype n]

/-- A normalised reference state with doubly filled inactive and empty virtual orbitals. -/
structure IsReference (E : Orb I A V → Orb I A V → Matrix n n ℂ) (ψ : n → ℂ) : Prop where
  unit : star ψ ⬝ᵥ ψ = 1
  inactive : ∀ i j, E (inact i) (inact j) *ᵥ ψ = if i = j then (2 : ℂ) • ψ else 0
  filled : ∀ i t, E (inact i) (act t) *ᵥ ψ = 0
  empty : ∀ p a, E p (virt a) *ᵥ ψ = 0
```

The inner product $\langle x|y\rangle$ is written `star x ⬝ᵥ y`, conjugate-linear in the first argument.

```lean
/-- The active one-particle density matrix, `D t u = ⟨ψ| E t u ψ⟩`. -/
def density (E : Orb I A V → Orb I A V → Matrix n n ℂ) (ψ : n → ℂ) : Matrix A A ℂ :=
  Matrix.of fun t u => star ψ ⬝ᵥ (E (act t) (act u) *ᵥ ψ)
```

For a fixed virtual orbital $a$, the vectors $E_{at}\psi$ become the columns of a rectangular matrix. Thus `toVirtual E ψ a *ᵥ c` is $\sum_t c_tE_{at}\psi$.

```lean
/-- The matrix whose columns are the excitations from each active orbital into
the virtual orbital `a`. -/
def toVirtual (E : Orb I A V → Orb I A V → Matrix n n ℂ) (ψ : n → ℂ) (a : V) :
    Matrix n A ℂ :=
  Matrix.of fun x t => (E (virt a) (act t) *ᵥ ψ) x
```

Likewise `fromInactive E ψ i *ᵥ star c` is $\sum_t\bar c_tE_{ti}\psi$.

```lean
/-- The matrix whose columns are the excitations from the inactive orbital `i` into
each active orbital. -/
def fromInactive (E : Orb I A V → Orb I A V → Matrix n n ℂ) (ψ : n → ℂ) (i : I) :
    Matrix n A ℂ :=
  Matrix.of fun x t => (E (act t) (inact i) *ᵥ ψ) x
```

## The commutator gives the overlaps

The next theorem is the general overlap formula, for any orbital type. Its hypothesis `h0` says $E_{qp}\psi=0$. The inner step `h1` replaces $E_{qp}E_{rs}\psi$ by the commutator acting on $\psi$; the final rewriting moves $E_{pq}$ across the inner product by `hE.adj`.

```lean
/-- If the reverse excitation annihilates the state, the overlap of two singly excited
states reduces to expectation values of single generators. -/
theorem overlap_of_annihilated {O : Type} [DecidableEq O] {E : O → O → Matrix n n ℂ}
    (hE : IsGenerators E) {ψ : n → ℂ} {p q : O} (h0 : E q p *ᵥ ψ = 0) (r s : O) :
    star (E p q *ᵥ ψ) ⬝ᵥ (E r s *ᵥ ψ) =
      (if p = r then star ψ ⬝ᵥ (E q s *ᵥ ψ) else 0) -
        (if q = s then star ψ ⬝ᵥ (E r p *ᵥ ψ) else 0) := by
  -- only the commutator survives
  have h1 : E q p *ᵥ (E r s *ᵥ ψ) =
      (if p = r then E q s else 0) *ᵥ ψ - (if q = s then E r p else 0) *ᵥ ψ := by
    rw [← Matrix.sub_mulVec, ← hE.comm q p r s, Matrix.sub_mulVec,
      ← Matrix.mulVec_mulVec, ← Matrix.mulVec_mulVec, h0, Matrix.mulVec_zero, sub_zero]
  rw [Matrix.star_mulVec, hE.adj, ← Matrix.dotProduct_mulVec, h1, dotProduct_sub]
  split_ifs <;> simp
```

Each class then needs the appropriate annihilation condition: `hψ.filled` for inactive-to-active excitations, `hψ.empty` for the other two. The case splits evaluate the Kronecker deltas. Overlaps between different classes vanish by the same formula and the reference conditions; they are not stated in Lean.

```lean
variable {E : Orb I A V → Orb I A V → Matrix n n ℂ} {ψ : n → ℂ}

/-- Overlaps of inactive-to-active excitations: `δ_ij (2 δ_tu - D_ut)`. -/
theorem overlap_inactive_active (hE : IsGenerators E) (hψ : IsReference E ψ)
    (i j : I) (t u : A) :
    star (E (act t) (inact i) *ᵥ ψ) ⬝ᵥ (E (act u) (inact j) *ᵥ ψ) =
      if i = j then 2 * (if t = u then 1 else 0) - density E ψ u t else 0 := by
  rw [overlap_of_annihilated hE (hψ.filled i t), hψ.inactive]
  by_cases h : i = j <;> by_cases h' : t = u <;>
    simp [h, h', hψ.unit, density, dotProduct_smul]

/-- Overlaps of active-to-virtual excitations: `δ_ab D_tu`. -/
theorem overlap_active_virtual (hE : IsGenerators E) (hψ : IsReference E ψ)
    (a b : V) (t u : A) :
    star (E (virt a) (act t) *ᵥ ψ) ⬝ᵥ (E (virt b) (act u) *ᵥ ψ) =
      if a = b then density E ψ t u else 0 := by
  rw [overlap_of_annihilated hE (hψ.empty (act t) a), hψ.empty]
  simp [density]

/-- Overlaps of inactive-to-virtual excitations: `2 δ_ab δ_ij`. -/
theorem overlap_inactive_virtual (hE : IsGenerators E) (hψ : IsReference E ψ)
    (a b : V) (i j : I) :
    star (E (virt a) (inact i) *ᵥ ψ) ⬝ᵥ (E (virt b) (inact j) *ᵥ ψ) =
      if a = b ∧ i = j then 2 else 0 := by
  rw [overlap_of_annihilated hE (hψ.empty (inact i) a), hψ.empty, hψ.inactive]
  by_cases h : a = b <;> by_cases h' : i = j <;>
    simp [h, h', hψ.unit, dotProduct_smul]
```

## Norms as quadratic forms

In both proofs below, `hg` identifies the Gram matrix of the columns, first as $D$ and then as $2-D^T$.

```lean
variable [Fintype A]

/-- The squared norm of a combination of active-to-virtual excitations is the
quadratic form of the active density matrix. -/
theorem normSq_toVirtual (hE : IsGenerators E) (hψ : IsReference E ψ) (a : V) (c : A → ℂ) :
    star (toVirtual E ψ a *ᵥ c) ⬝ᵥ (toVirtual E ψ a *ᵥ c) =
      star c ⬝ᵥ (density E ψ *ᵥ c) := by
  have hg : (toVirtual E ψ a)ᴴ * toVirtual E ψ a = density E ψ := by
    ext t u
    change star (E (virt a) (act t) *ᵥ ψ) ⬝ᵥ (E (virt a) (act u) *ᵥ ψ) = _
    rw [overlap_active_virtual hE hψ, if_pos rfl]
  rw [Matrix.star_mulVec, ← Matrix.dotProduct_mulVec, Matrix.mulVec_mulVec, hg]
```

In the second case the remaining rewrites turn $c^TD^T\bar c$ into $c^\dagger Dc$.

```lean
/-- The squared norm of a combination of inactive-to-active excitations is the quadratic form of two
minus the active density matrix at the conjugated coefficients. -/
theorem normSq_fromInactive (hE : IsGenerators E) (hψ : IsReference E ψ) (i : I)
    (c : A → ℂ) :
    star (fromInactive E ψ i *ᵥ star c) ⬝ᵥ (fromInactive E ψ i *ᵥ star c) =
      2 * (star c ⬝ᵥ c) - star c ⬝ᵥ (density E ψ *ᵥ c) := by
  have hg : (fromInactive E ψ i)ᴴ * fromInactive E ψ i = 1 + 1 - (density E ψ)ᵀ := by
    ext t u
    change star (E (act t) (inact i) *ᵥ ψ) ⬝ᵥ (E (act u) (inact i) *ᵥ ψ) = _
    rw [overlap_inactive_active hE hψ, if_pos rfl]
    by_cases h : t = u <;> simp [h]
    norm_num
  rw [Matrix.star_mulVec, ← Matrix.dotProduct_mulVec, Matrix.mulVec_mulVec, hg, star_star,
    Matrix.sub_mulVec, Matrix.add_mulVec, Matrix.one_mulVec, dotProduct_sub, dotProduct_add,
    Matrix.mulVec_transpose, dotProduct_comm c (star c),
    dotProduct_comm c (star c ᵥ* density E ψ), ← Matrix.dotProduct_mulVec]
  ring
```

## Bounds and their end points

An inequality `0 ≤ z` between complex numbers means here that $z$ is real and nonnegative. The following lemma divides out the positive factor $c^\dagger c$ by comparing real and imaginary parts.

```lean
/-- A complex number is real and nonnegative if its product with a positive number is. -/
theorem nonneg_of_mul_pos {z w : ℂ} (hw : 0 < w) (h : 0 ≤ z * w) : 0 ≤ z := by
  rw [Complex.lt_def] at hw
  rw [Complex.le_def] at h ⊢
  simp only [Complex.mul_re, Complex.mul_im, Complex.zero_re, Complex.zero_im] at hw h ⊢
  obtain ⟨h1, h2⟩ := hw
  rw [← h2] at h
  refine ⟨by nlinarith [h.1], ?_⟩
  have h3 : z.im * w.re = 0 := by linarith [h.2]
  exact ((mul_eq_zero.mp h3).resolve_right h1.ne').symm
```

The bound theorem takes a nonzero eigenvector `c` with eigenvalue `μ`, which is not assumed real. Its conclusion `0 ≤ μ ∧ μ ≤ 2` includes reality. The virtual orbital supplies the lower bound and the inactive orbital the upper one, each through the nonnegativity of a squared norm. For electrons both bounds hold even when such orbitals are absent, because the occupation of each spin orbital lies between 0 and 1. This proof uses the extra orbitals because its assumptions concern only the operators $E_{pq}$, not separate creation and annihilation operators.

```lean
/-- With at least one inactive and one virtual orbital, every eigenvalue of the active
density matrix is real and lies between 0 and 2. -/
theorem occupation_mem_zero_two [Nonempty I] [Nonempty V] (hE : IsGenerators E)
    (hψ : IsReference E ψ) {c : A → ℂ} (hc : c ≠ 0) {μ : ℂ}
    (hμ : density E ψ *ᵥ c = μ • c) : 0 ≤ μ ∧ μ ≤ 2 := by
  obtain ⟨i⟩ := ‹Nonempty I›
  obtain ⟨a⟩ := ‹Nonempty V›
  have hN : 0 < star c ⬝ᵥ c := lt_of_le_of_ne (dotProduct_star_self_nonneg c)
    (Ne.symm (mt dotProduct_star_self_eq_zero.mp hc))
  -- both squared norms are nonnegative
  have h1 := dotProduct_star_self_nonneg (toVirtual E ψ a *ᵥ c)
  have h2 := dotProduct_star_self_nonneg (fromInactive E ψ i *ᵥ star c)
  rw [normSq_toVirtual hE hψ, hμ, dotProduct_smul, smul_eq_mul] at h1
  rw [normSq_fromInactive hE hψ, hμ, dotProduct_smul, smul_eq_mul, ← sub_mul] at h2
  exact ⟨nonneg_of_mul_pos hN h1, sub_nonneg.mp (nonneg_of_mul_pos hN h2)⟩
```

For the end points, nonnegativity is replaced by definiteness: `dotProduct_star_self_eq_zero` turns the vanishing of a vector into the vanishing of its squared norm, and the nonzero factor `hN` is cancelled.

```lean
/-- For an eigenvector of the active density matrix, the combined excitation into a virtual orbital
vanishes exactly at occupation 0, and that out of an inactive one, taken with the conjugated
coefficients, exactly at 2. -/
theorem excitation_eq_zero_iff (hE : IsGenerators E) (hψ : IsReference E ψ)
    {c : A → ℂ} (hc : c ≠ 0) {μ : ℂ} (hμ : density E ψ *ᵥ c = μ • c) (i : I) (a : V) :
    (toVirtual E ψ a *ᵥ c = 0 ↔ μ = 0) ∧
      (fromInactive E ψ i *ᵥ star c = 0 ↔ μ = 2) := by
  have hN : star c ⬝ᵥ c ≠ 0 := mt dotProduct_star_self_eq_zero.mp hc
  refine ⟨dotProduct_star_self_eq_zero.symm.trans ?_,
    dotProduct_star_self_eq_zero.symm.trans ?_⟩
  · rw [normSq_toVirtual hE hψ, hμ, dotProduct_smul, smul_eq_mul, mul_eq_zero,
      or_iff_left hN]
  · rw [normSq_fromInactive hE hψ, hμ, dotProduct_smul, smul_eq_mul, ← sub_mul,
      mul_eq_zero, or_iff_left hN, sub_eq_zero, eq_comm]
```

## An explicit state that meets the hypotheses

An explicit example shows that the assumptions are consistent. Let one spin species fill every orbital except one, so that it is described by the position of its hole, and let the other species have a single electron.

```lean
/-- Excitation operators acting on the position of a single hole. -/
def holeE {O : Type} [DecidableEq O] (p q : O) : Matrix O O ℂ :=
  (if p = q then 1 else 0) - Matrix.single q p 1
```

The full operator is the sum over the two species, each acting on its own tensor factor.

```lean
/-- Excitation operators acting on one hole and one electron. -/
def pairE {O : Type} [DecidableEq O] (p q : O) : Matrix (O × O) (O × O) ℂ :=
  holeE p q ⊗ₖ (1 : Matrix O O ℂ) + (1 : Matrix O O ℂ) ⊗ₖ Matrix.single p q (1 : ℂ)
```

With the hole in the virtual orbital and the electron in the inactive one, the inactive orbital is doubly filled, every active orbital is singly filled and the virtual orbital is empty.

```lean
/-- The state with the hole in the virtual orbital and the electron in the inactive one. -/
def pairState : Orb Unit A Unit × Orb Unit A Unit → ℂ :=
  Pi.single (virt (), inact ()) 1
```

To check the commutators, `hs` multiplies matrix units and `key` separates the commutator of the sums into one commutator for each factor. The hole part is `h1`, where the identity terms cancel. The final case split, with `ht` for the adjoint of a matrix unit, verifies the adjoint relation.

```lean
/-- The hole-electron operators are generators in the sense used here. -/
theorem pairE_isGenerators {O : Type} [DecidableEq O] [Fintype O] :
    IsGenerators (pairE (O := O)) := by
  have hs : ∀ p q r s : O, Matrix.single p q (1 : ℂ) * Matrix.single r s (1 : ℂ) =
      if q = r then Matrix.single p s 1 else 0 := by
    intro p q r s
    rcases eq_or_ne q r with rfl | h
    · simp
    · simp [h]
  have ht : ∀ p q : O, (Matrix.single p q (1 : ℂ))ᴴ = Matrix.single q p 1 := by
    intro p q
    ext x y
    simp only [Matrix.conjTranspose_apply, Matrix.single_apply]
    split_ifs <;> simp_all
  -- the commutator of two such sums splits into one commutator for each tensor factor
  have key : ∀ X X' Y Y' : Matrix O O ℂ,
      (X ⊗ₖ (1 : Matrix O O ℂ) + (1 : Matrix O O ℂ) ⊗ₖ Y) *
          (X' ⊗ₖ (1 : Matrix O O ℂ) + (1 : Matrix O O ℂ) ⊗ₖ Y') -
        (X' ⊗ₖ (1 : Matrix O O ℂ) + (1 : Matrix O O ℂ) ⊗ₖ Y') *
          (X ⊗ₖ (1 : Matrix O O ℂ) + (1 : Matrix O O ℂ) ⊗ₖ Y) =
      (X * X' - X' * X) ⊗ₖ (1 : Matrix O O ℂ) +
        (1 : Matrix O O ℂ) ⊗ₖ (Y * Y' - Y' * Y) := by
    intro X X' Y Y'
    simp only [add_mul, mul_add, ← Matrix.mul_kronecker_mul, one_mul, mul_one]
    ext x y
    simp only [Matrix.add_apply, Matrix.sub_apply, Matrix.kroneckerMap_apply]
    ring
  refine ⟨fun p q r s => ?_, fun p q => ?_⟩
  · have h1 : holeE p q * holeE r s - holeE r s * holeE p q =
        (if q = r then holeE p s else 0) - (if p = s then holeE r q else 0) := by
      have h : holeE p q * holeE r s - holeE r s * holeE p q =
          Matrix.single q p (1 : ℂ) * Matrix.single s r (1 : ℂ) -
            Matrix.single s r (1 : ℂ) * Matrix.single q p (1 : ℂ) := by
        unfold holeE
        split_ifs <;> noncomm_ring
      rw [h, hs, hs]
      unfold holeE
      simp only [eq_comm (a := r) (b := q)]
      split_ifs <;> abel
    unfold pairE
    rw [key, h1, hs, hs]
    simp only [eq_comm (a := s) (b := p)]
    ext x y
    split_ifs <;> simp only [Matrix.add_apply, Matrix.sub_apply,
      Matrix.kroneckerMap_apply, Matrix.zero_apply] <;> ring
  · rcases eq_or_ne p q with rfl | h
    · simp [pairE, holeE, Matrix.conjTranspose_kronecker, ht]
    · simp [pairE, holeE, Matrix.conjTranspose_kronecker, ht, h, h.symm]
```

Acting on `pairState` selects one column of the operator, which is the content of `col`. The reference conditions are then checked entry by entry, for any finite active set, including the empty one.

```lean
/-- The hole-electron operators and state satisfy all assumptions, with one inactive orbital,
one virtual orbital and any finite set of active orbitals. -/
theorem reference_witness :
    IsGenerators (pairE (O := Orb Unit A Unit)) ∧
      IsReference (pairE (O := Orb Unit A Unit)) pairState := by
  have col : ∀ (p q : Orb Unit A Unit) x,
      (pairE p q *ᵥ pairState) x = pairE p q x (virt (), inact ()) := by
    intro p q x
    simp [pairState]
  refine ⟨pairE_isGenerators, ⟨by simp [pairState], fun i j => ?_, fun i t => ?_,
    fun p a => ?_⟩⟩
  · funext ⟨x, y⟩
    rw [col]
    rcases x with _ | _ | _ <;> rcases y with _ | _ | _ <;>
      simp [pairE, holeE, pairState]
    norm_num
  · funext ⟨x, y⟩
    rw [col]
    simp [pairE, holeE]
  · funext ⟨x, y⟩
    rw [col]
    rcases p with _ | _ | _ <;> rcases x with _ | _ | _ <;>
      simp [pairE, holeE, Matrix.one_apply]

end

end SuperCIOverlaps
```

```lean
#print axioms SuperCIOverlaps.overlap_inactive_virtual
#print axioms SuperCIOverlaps.occupation_mem_zero_two
#print axioms SuperCIOverlaps.excitation_eq_zero_iff
```

```
'SuperCIOverlaps.overlap_inactive_virtual' depends on axioms: [propext, Classical.choice, Quot.sound]
'SuperCIOverlaps.occupation_mem_zero_two' depends on axioms: [propext, Classical.choice, Quot.sound]
'SuperCIOverlaps.excitation_eq_zero_iff' depends on axioms: [propext, Classical.choice, Quot.sound]
```
